# The Slope of G(r) at the Origin and the Density Sum Rule for S(Q)

If $Q^2(S(Q)-1)$ is integrable on $Q>0$, where $S(Q)$ is the structure factor of a liquid or glass at wavenumber $Q$, then the reduced pair distribution function $G(r)=\frac{2}{\pi}\int_0^\infty Q\,(S(Q)-1)\sin(Qr)\,dQ$ has slope $G'(0)=\frac{2}{\pi}\int_0^\infty Q^2(S(Q)-1)\,dQ$ at distance $r=0$. If in addition $G(r)=-4\pi\rho r$ for all sufficiently small $r>0$, with $\rho$ the number density, then $\int_0^\infty Q^2(S(Q)-1)\,dQ=-2\pi^2\rho$.

In Lean 4 with Mathlib:

```lean
import Mathlib

open MeasureTheory Set Filter
open scoped Real Topology

namespace PairDistributionSumRule

noncomputable section

/-- The reduced pair distribution function `G(r)`, the sine transform of `Q (S(Q) - 1)`. -/
def reducedPDF (S : ℝ → ℝ) (r : ℝ) : ℝ :=
  2 / π * ∫ Q in Ioi (0 : ℝ), Q * (S Q - 1) * Real.sin (Q * r)

/-- The pair distribution function `g(r) = 1 + G(r) / (4 π ρ r)` at number density `ρ`,
for `ρ ≠ 0` and `r ≠ 0`. -/
def pairDistribution (S : ℝ → ℝ) (ρ r : ℝ) : ℝ :=
  1 + reducedPDF S r / (4 * π * ρ * r)

/-- If `Q² (S - 1)` is integrable on `Q > 0`, the integrand of the sine transform is
integrable at every distance `r`. -/
theorem integrable_sine_integrand {S : ℝ → ℝ}
    (h : IntegrableOn (fun Q => Q ^ 2 * (S Q - 1)) (Ioi 0)) (r : ℝ) :
    IntegrableOn (fun Q => Q * (S Q - 1) * Real.sin (Q * r)) (Ioi 0) := by
  have hsin : ∀ x : ℝ, |Real.sin x| ≤ |x| := by
    intro x
    have h1 := Real.one_sub_sq_div_two_le_cos (x := 2 * x)
    rw [Real.cos_two_mul] at h1
    apply sq_le_sq.mp
    nlinarith [Real.sin_sq_add_cos_sq x]
  have hm : Measurable (fun Q : ℝ => Real.sin (Q * r) / Q) :=
    (Real.measurable_sin.comp (measurable_id.mul_const r)).div measurable_id
  -- the factor `sin (Q r)` supplies the missing power of `Q`
  refine Integrable.mono' (Integrable.const_mul (Integrable.norm h) |r|) ?_ ?_
  · refine (h.aestronglyMeasurable.mul hm.aestronglyMeasurable).congr ?_
    filter_upwards [ae_restrict_mem measurableSet_Ioi] with Q hQ
    have hQ0 : Q ≠ 0 := ne_of_gt hQ
    change Q ^ 2 * (S Q - 1) * (Real.sin (Q * r) / Q) = Q * (S Q - 1) * Real.sin (Q * r)
    field_simp
  · refine Eventually.of_forall fun Q => ?_
    calc ‖Q * (S Q - 1) * Real.sin (Q * r)‖
        = |Q * (S Q - 1)| * |Real.sin (Q * r)| := by rw [Real.norm_eq_abs, abs_mul]
      _ ≤ |Q * (S Q - 1)| * |Q * r| :=
          mul_le_mul_of_nonneg_left (hsin _) (abs_nonneg _)
      _ = |r| * ‖Q ^ 2 * (S Q - 1)‖ := by
          rw [Real.norm_eq_abs, ← abs_mul, ← abs_mul]
          congr 1
          ring

/-- If `Q² (S - 1)` is integrable on `Q > 0`, then `G` is differentiable at every `r`, with
`G'(r) = (2/π) ∫ Q² (S - 1) cos (Q r) dQ`. -/
theorem hasDerivAt_reducedPDF {S : ℝ → ℝ}
    (h : IntegrableOn (fun Q => Q ^ 2 * (S Q - 1)) (Ioi 0)) (r : ℝ) :
    HasDerivAt (reducedPDF S)
      (2 / π * ∫ Q in Ioi (0 : ℝ), Q ^ 2 * (S Q - 1) * Real.cos (Q * r)) r := by
  have hc : Continuous (fun Q : ℝ => Real.cos (Q * r)) := by fun_prop
  -- `|cos| ≤ 1` gives a bound on the derivative that does not depend on `r`
  have key := (hasDerivAt_integral_of_dominated_loc_of_deriv_le
    (μ := volume.restrict (Ioi (0 : ℝ)))
    (F := fun x Q => Q * (S Q - 1) * Real.sin (Q * x))
    (F' := fun x Q => Q ^ 2 * (S Q - 1) * Real.cos (Q * x))
    (x₀ := r) (s := univ) (bound := fun Q => ‖Q ^ 2 * (S Q - 1)‖)
    Filter.univ_mem
    (Eventually.of_forall fun x => (integrable_sine_integrand h x).aestronglyMeasurable)
    (integrable_sine_integrand h r)
    (h.aestronglyMeasurable.mul hc.aestronglyMeasurable)
    (Eventually.of_forall fun Q x _ => by
      rw [norm_mul]
      exact mul_le_of_le_one_right (norm_nonneg _) (Real.abs_cos_le_one _))
    (Integrable.norm h)
    (Eventually.of_forall fun Q x _ =>
      ((((hasDerivAt_id' x).const_mul Q).sin).const_mul (Q * (S Q - 1))).congr_deriv
        (by ring))).2
  exact key.const_mul (2 / π)

/-- If `Q² (S - 1)` is integrable on `Q > 0`, the slope of `G` at the origin is
`(2/π) ∫ Q² (S - 1) dQ`. -/
theorem hasDerivAt_reducedPDF_zero {S : ℝ → ℝ}
    (h : IntegrableOn (fun Q => Q ^ 2 * (S Q - 1)) (Ioi 0)) :
    HasDerivAt (reducedPDF S) (2 / π * ∫ Q in Ioi (0 : ℝ), Q ^ 2 * (S Q - 1)) 0 := by
  simpa only [mul_zero, Real.cos_zero, mul_one] using hasDerivAt_reducedPDF h 0

/-- If `Q² (S - 1)` is integrable on `Q > 0`, the ratio `G(r)/r` tends to
`(2/π) ∫ Q² (S - 1) dQ` as `r` decreases to zero. -/
theorem tendsto_reducedPDF_div {S : ℝ → ℝ}
    (h : IntegrableOn (fun Q => Q ^ 2 * (S Q - 1)) (Ioi 0)) :
    Tendsto (fun r => reducedPDF S r / r) (𝓝[>] 0)
      (𝓝 (2 / π * ∫ Q in Ioi (0 : ℝ), Q ^ 2 * (S Q - 1))) := by
  have h0 : reducedPDF S 0 = 0 := by simp [reducedPDF]
  have hs := (hasDerivAt_iff_tendsto_slope.mp (hasDerivAt_reducedPDF_zero h)).mono_left
    (nhdsWithin_mono (0 : ℝ) (fun r (hr : r ∈ Ioi (0 : ℝ)) => ne_of_gt hr))
  refine hs.congr fun r => ?_
  rw [slope_def_field, h0, sub_zero, sub_zero]

/-- Density sum rule: if `Q² (S - 1)` is integrable on `Q > 0` and `G(r) = -4 π ρ r` for all
sufficiently small `r > 0`, then `∫ Q² (S - 1) dQ = -2 π² ρ`. -/
theorem density_sum_rule {S : ℝ → ℝ} {ρ : ℝ}
    (h : IntegrableOn (fun Q => Q ^ 2 * (S Q - 1)) (Ioi 0))
    (hG : ∀ᶠ r in 𝓝[>] (0 : ℝ), reducedPDF S r = -4 * π * ρ * r) :
    ∫ Q in Ioi (0 : ℝ), Q ^ 2 * (S Q - 1) = -2 * π ^ 2 * ρ := by
  have hlim : Tendsto (fun r => reducedPDF S r / r) (𝓝[>] 0) (𝓝 (-4 * π * ρ)) := by
    refine tendsto_const_nhds.congr' ?_
    filter_upwards [hG, self_mem_nhdsWithin] with r hr hpos
    rw [hr, mul_div_cancel_right₀ _ (ne_of_gt hpos)]
  have e := tendsto_nhds_unique (tendsto_reducedPDF_div h) hlim
  have hpi : π / 2 * (2 / π) = 1 := by field_simp
  linear_combination (π / 2) * e - (∫ Q in Ioi (0 : ℝ), Q ^ 2 * (S Q - 1)) * hpi

/-- If `Q² (S - 1)` is integrable on `Q > 0` and `G(r) = -4 π ρ r` throughout `0 < r < a`, then
`∫ Q² (S - 1) cos (Q r) dQ = -2 π² ρ` for every `0 ≤ r < a`. -/
theorem core_sum_rule {S : ℝ → ℝ} {ρ a : ℝ}
    (h : IntegrableOn (fun Q => Q ^ 2 * (S Q - 1)) (Ioi 0))
    (hG : ∀ r ∈ Ioo 0 a, reducedPDF S r = -4 * π * ρ * r) {r : ℝ} (hr : r ∈ Ico 0 a) :
    ∫ Q in Ioi (0 : ℝ), Q ^ 2 * (S Q - 1) * Real.cos (Q * r) = -2 * π ^ 2 * ρ := by
  rcases eq_or_lt_of_le hr.1 with h0 | hpos
  · subst h0
    simp only [mul_zero, Real.cos_zero, mul_one]
    exact density_sum_rule h (mem_of_superset (Ioo_mem_nhdsGT hr.2) hG)
  · -- inside the core the slope of `G` is constant
    have hlin : HasDerivAt (reducedPDF S) (-4 * π * ρ * 1) r :=
      ((hasDerivAt_id' r).const_mul (-4 * π * ρ)).congr_of_eventuallyEq
        (mem_of_superset (Ioo_mem_nhds hpos hr.2) hG)
    have e := (hasDerivAt_reducedPDF h r).unique hlin
    have hpi : π / 2 * (2 / π) = 1 := by field_simp
    linear_combination (π / 2) * e -
      (∫ Q in Ioi (0 : ℝ), Q ^ 2 * (S Q - 1) * Real.cos (Q * r)) * hpi

/-- For `ρ ≠ 0` and `Q² (S - 1)` integrable on `Q > 0`, `g(r)` tends to `g₀` as `r` decreases
to zero if and only if `∫ Q² (S - 1) dQ = 2 π² ρ (g₀ - 1)`. -/
theorem pairDistribution_tendsto_iff {S : ℝ → ℝ} {ρ : ℝ} (hρ : ρ ≠ 0)
    (h : IntegrableOn (fun Q => Q ^ 2 * (S Q - 1)) (Ioi 0)) (g₀ : ℝ) :
    Tendsto (pairDistribution S ρ) (𝓝[>] 0) (𝓝 g₀) ↔
      ∫ Q in Ioi (0 : ℝ), Q ^ 2 * (S Q - 1) = 2 * π ^ 2 * ρ * (g₀ - 1) := by
  have hT := ((tendsto_reducedPDF_div h).const_mul (4 * π * ρ)⁻¹).const_add 1
  generalize (∫ Q in Ioi (0 : ℝ), Q ^ 2 * (S Q - 1)) = I at hT ⊢
  have hc : 2 * π ^ 2 * ρ ≠ 0 := by positivity
  have hlim : Tendsto (pairDistribution S ρ) (𝓝[>] 0) (𝓝 (1 + I / (2 * π ^ 2 * ρ))) := by
    have e : 1 + (4 * π * ρ)⁻¹ * (2 / π * I) = 1 + I / (2 * π ^ 2 * ρ) := by ring
    rw [← e]
    refine hT.congr fun r => ?_
    unfold pairDistribution
    ring
  constructor
  · intro hg
    have e := tendsto_nhds_unique hg hlim
    rw [e, add_sub_cancel_left, mul_comm, div_mul_cancel₀ _ hc]
  · intro hI
    rw [hI, mul_div_cancel_left₀ _ hc, add_sub_cancel] at hlim
    exact hlim

/-- The model structure factor `S(Q) = 1 - π² ρ exp (-Q)`. -/
def exponentialModel (ρ Q : ℝ) : ℝ := 1 - π ^ 2 * ρ * Real.exp (-Q)

/-- For `ρ ≠ 0`, the pair distribution function of the model `S(Q) = 1 - π² ρ exp (-Q)` at
density `ρ` tends to zero as `r` decreases to zero. -/
theorem exponentialModel_tendsto_zero {ρ : ℝ} (hρ : ρ ≠ 0) :
    Tendsto (pairDistribution (exponentialModel ρ) ρ) (𝓝[>] 0) (𝓝 0) := by
  have e : (3 : ℝ) - 1 = ((2 : ℕ) : ℝ) := by norm_num
  have hI : IntegrableOn (fun Q : ℝ => Real.exp (-Q) * Q ^ 2) (Ioi 0) := by
    have h3 := Real.GammaIntegral_convergent (s := 3) (by norm_num)
    simpa only [e, Real.rpow_natCast] using h3
  -- the second moment of the exponential is `Γ(3) = 2`
  have hV : ∫ Q in Ioi (0 : ℝ), Real.exp (-Q) * Q ^ 2 = 2 := by
    have h3 := Real.Gamma_eq_integral (s := 3) (by norm_num)
    simp only [e, Real.rpow_natCast] at h3
    rw [← h3, show (3 : ℝ) = ((2 : ℕ) : ℝ) + 1 by norm_num, Real.Gamma_nat_eq_factorial]
    norm_num [Nat.factorial]
  have hf : (fun Q => Q ^ 2 * (exponentialModel ρ Q - 1)) =
      fun Q => -(π ^ 2 * ρ) * (Real.exp (-Q) * Q ^ 2) := by
    funext Q
    unfold exponentialModel
    ring
  refine (pairDistribution_tendsto_iff hρ ?_ 0).2 ?_
  · rw [hf]
    exact Integrable.const_mul hI _
  · rw [hf, integral_const_mul, hV]
    ring

end

end PairDistributionSumRule
```

```lean
#print axioms PairDistributionSumRule.density_sum_rule
#print axioms PairDistributionSumRule.core_sum_rule
#print axioms PairDistributionSumRule.exponentialModel_tendsto_zero
```

```
'PairDistributionSumRule.density_sum_rule' depends on axioms: [propext, Classical.choice, Quot.sound]
'PairDistributionSumRule.core_sum_rule' depends on axioms: [propext, Classical.choice, Quot.sound]
'PairDistributionSumRule.exponentialModel_tendsto_zero' depends on axioms: [propext, Classical.choice, Quot.sound]
```

## From scattering data to pair distances

The sample is taken to consist of one kind of atom. With several elements, $S$ can be normalised in more than one way that gives the limit 1 at large $Q$, and the constant in the sum rule depends on the choice. The structure factor of an isotropic sample depends only on the magnitude $Q$ of the scattering vector, so `S` is a function of one real variable. It is normalised to approach 1 at large $Q$, and $Q$ is an angular wavenumber, so that the phase is $Qr$ with no factor $2\pi$. `reducedPDF S r` is the sine transform $G(r)$ with prefactor $2/\pi$, and `Ioi 0` is the half-line $Q>0$.

The pair distribution function $g(r)$ gives the density of particles at distance $r$ from a given particle, relative to the average density. It is related to $G$ by

$$G(r)=4\pi\rho r\,(g(r)-1),\qquad g(r)=1+\frac{G(r)}{4\pi\rho r},$$

and the second form is the definition of `pairDistribution`. Here $g$ is computed from $S$; it is not built from particle positions, and nothing in the file requires it to be nonnegative.

The linear law now has a direct meaning. Atoms repel so strongly at short range that two centres are hardly ever found closer than some core distance. Setting $g(r)=0$ there is the same as setting $G(r)=-4\pi\rho r$. This is an idealisation, not something derived from an interatomic potential: with a smooth repulsion, such as that of the Lennard-Jones potential, the $g(r)$ of a classical fluid is extremely small at short distances but not exactly zero. Under the integrability condition, the sum rule itself needs only $g(r)\to0$ as $r\to0^+$, as the section on the value of $g$ at vanishing distance shows.

For an isotropic structure factor that meets the integrability condition, the sum rule gives a check on the normalisation of $S(Q)$ against an independently known density: multiplying $S-1$ by a wrong constant multiplies the integral by that same constant.

## What is assumed about S(Q)

The only condition on `S` is `IntegrableOn (fun Q => Q ^ 2 * (S Q - 1)) (Ioi 0)`. It means that $Q^2(S-1)$ is measurable, up to a set of measure zero, and that $\int_0^\infty Q^2|S-1|\,dQ$ is finite. Integrability of $Q(S-1)$ need not be assumed separately, because the sine supplies a factor $Q$ where it is needed, at small $Q$.

The condition is a real restriction at large $Q$. For hard spheres, $g$ jumps at contact, and the jump leaves an oscillating tail in $S-1$ that decays only as $Q^{-2}$; the integral of $Q^2|S-1|$ then diverges. The sharp Bragg peaks of an ideal crystal are not functions of $Q$ at all. Bounded data cut off at a finite $Q$, with $S$ set to 1 beyond it, do satisfy the condition, but the slope of the resulting $G$ at the origin is $2/\pi$ times the truncated integral, and this need not equal $-4\pi\rho$.

## Differentiating the sine transform

The first step is convergence. Since $|\sin x|\le|x|$,

$$|Q(S-1)\sin(Qr)|\le |r|\,Q^2|S-1|,$$

and the right side is integrable. This is `integrable_sine_integrand`. Its proof obtains the sine bound from $\cos 2x\ge 1-2x^2$ and $\cos 2x=1-2\sin^2x$, which together give $\sin^2x\le x^2$. Measurability comes from writing the integrand as $Q^2(S-1)$ times $\sin(Qr)/Q$ for $Q>0$.

Next, the derivative of the integrand with respect to $r$ is

$$\frac{\partial}{\partial r}\,Q(S-1)\sin(Qr)=Q^2(S-1)\cos(Qr),$$

and its absolute value is at most $Q^2|S-1|$, whatever $r$ is. By the mean value theorem the same bound holds for every difference quotient in $r$, so dominated convergence allows the limit to be taken inside the integral:

$$G'(r)=\frac{2}{\pi}\int_0^\infty Q^2(S-1)\cos(Qr)\,dQ .$$

`hasDerivAt_reducedPDF` states this for every real $r$. The proof hands the integrand, its derivative and the bound to Mathlib's theorem on differentiation under the integral sign, then multiplies by $2/\pi$. Negative $r$ has no physical meaning, but the formula for $G$ makes sense there, so the derivative at the origin is an ordinary two-sided one. Putting $r=0$ turns the cosine into 1 and gives the slope, `hasDerivAt_reducedPDF_zero`.

## From the slope to the density

Write $I=\int_0^\infty Q^2(S-1)\,dQ$. Because $\sin 0=0$, we have $G(0)=0$, and the difference quotient at the origin is simply $G(r)/r$. Hence

$$\frac{G(r)}{r}\to\frac{2}{\pi}\,I\qquad (r\to0^+),$$

which is `tendsto_reducedPDF_div`. The notation `𝓝[>] 0` stands for approach to zero through positive values.

In `density_sum_rule`, the hypothesis `∀ᶠ r in 𝓝[>] (0 : ℝ), ...` says that the linear law holds for all sufficiently small positive $r$; no core radius has to be named. Then $G(r)/r=-4\pi\rho$ near the origin. A function has only one limit, so

$$\frac{2}{\pi}\,I=-4\pi\rho,\qquad I=-2\pi^2\rho .$$

The closing `linear_combination` is the multiplication by $\pi/2$.

If the core extends to a known distance $a$, more follows. For $0<r<a$ the linear law holds on both sides of $r$, so $G'(r)=-4\pi\rho$. Comparing this with the cosine formula gives

$$\int_0^\infty Q^2(S-1)\cos(Qr)\,dQ=-2\pi^2\rho\qquad(0\le r<a).$$

This is `core_sum_rule`. Its proof treats $r=0$ by the density sum rule and $r>0$ by uniqueness of the derivative. The weighted integral thus keeps the same value throughout the core.

## The value of g at vanishing distance

For $\rho\ne0$, the limit of $G(r)/r$ fixes the limit of the pair distribution function:

$$g(r)=1+\frac{1}{4\pi\rho}\,\frac{G(r)}{r}\;\to\;1+\frac{I}{2\pi^2\rho}\qquad(r\to0^+).$$

So $g(r)$ always has a finite limit under the integrability condition, and that limit is a given number $g_0$ exactly when

$$I=2\pi^2\rho\,(g_0-1).$$

This equivalence is `pairDistribution_tendsto_iff`. In one direction its proof uses uniqueness of limits; in the other it substitutes the value of $I$ into the limit already found. With $g_0=0$ the condition is the density sum rule. The sum rule is therefore equivalent to $g(r)\to0$ as $r\to0^+$, which is weaker than the vanishing of $g$ on a whole interval. An integral that differs from $-2\pi^2\rho$ corresponds to a nonzero $g_0$, which for real atoms points to an error in the data or in the density, or to the cut-off of the data at a finite $Q$.

## An exponential structure factor

The definition `exponentialModel` supplies a case that can be computed in full:

$$S(Q)=1-\pi^2\rho\,e^{-Q},$$

with $Q$ and $\rho$ in dimensionless units. Since $\int_0^\infty Q^2e^{-Q}\,dQ=\Gamma(3)=2$,

$$I=-\pi^2\rho\cdot2=-2\pi^2\rho,$$

and the equivalence with $g_0=0$ shows that $g(r)\to0$ as $r\to0^+$. This is `exponentialModel_tendsto_zero`; the proof takes both the convergence and the value of the integral from Mathlib's Gamma function.

The model is a mathematical example and does not describe a particular liquid. A structure factor is nonnegative, which restricts the physically sensible range to $0<\rho\le1/\pi^2$, whereas the theorem holds for every nonzero $\rho$. Doing the sine transform by hand gives

$$g(r)=1-\frac{1}{(1+r^2)^2},$$

which is positive for every $r>0$. The model obeys the density sum rule and yet has no excluded core, so the sum rule alone does not show that atoms keep a minimum distance.
